# A Kronig–Penney gap closes where both layers hold whole numbers of half-waves

A band-structure code that locates band edges by sign changes of |D(E)| − 1, where D is half the trace of the one-period transfer matrix, steps over an energy at which two bands touch. It then merges the two bands and misnumbers all higher ones. Rounding can do the opposite and report a tiny gap that isn't there.

## The half-trace at and near a double resonance

The particle has the same mass μ in both layers. In units ħ²/2μ = 1, one period has a layer of width a > 0 at zero potential and a layer of width b > 0 at potential V. For E > 0 and E > V the wave numbers are k = √E and q = √(E − V). Suppose that at E₀, in this range,

k₀a = mπ and q₀b = nπ

with natural numbers m and n, where k₀ and q₀ are the values of k and q at E₀. Then the transfer matrix M(E₀) is (−1)^(m+n) I, and |D(E)| < 1 at all other energies near E₀.

## Band counting in transfer-matrix codes

For non-interacting electrons in this two-layer potential, |D| < 1 marks a band and |D| > 1 a gap. At E₀ a code should record two coincident edges. Comparing all of M with ±I identifies the touching; |D| = 1 alone also occurs at ordinary edges.

## From layer matrices to phase deviations

A layer of wave number k and width w carries (ψ, ψ′) across by the matrix with rows separated by a semicolon:

T(k, w) = (cos kw, sin kw / k; −k sin kw, cos kw)

With M = T(q, b) T(k, a), half the sum of the diagonal entries is

D = cos ka cos qb − (k² + q²)/(2kq) · sin ka sin qb

Since (k² + q²)/(2kq) = 1 + c with c = (k − q)²/(2kq) ≥ 0, this is

D = cos(ka + qb) − c sin ka sin qb

At E₀ both sines vanish, so the layer matrices are (−1)^m I and (−1)^n I, which gives M(E₀).

Near E₀, set x = ka − mπ and y = qb − nπ. Each shift by π flips the sign of a sine and a cosine, hence

D = (−1)^(m+n) F, with F = cos(x + y) − c sin x sin y

Both k and q grow with E, so x and y are both positive above E₀ and both negative below. Once |x|, |y| < 1, we have 0 < |x + y| < 2 < π, so cos(x + y) < 1 and sin x sin y > 0. Thus F < 1. Since F is continuous and equals 1 at E₀, also F > −1 nearby.

If only the total phase is fixed, ka + qb = Nπ, then sin qb = −(−1)^N sin ka and

|D| = 1 + c sin² ka

This exceeds 1 exactly when V ≠ 0 and sin ka ≠ 0.

```lean
import Mathlib

open Matrix Filter
open scoped Real Topology

namespace KronigPenneyClosedGap

noncomputable section

/-- The matrix carrying `(ψ, ψ')` across a layer of width `w` with wave number `k ≠ 0`. -/
def layer (k w : ℝ) : Matrix (Fin 2) (Fin 2) ℝ :=
  !![Real.cos (k * w), Real.sin (k * w) / k; -k * Real.sin (k * w), Real.cos (k * w)]

/-- The monodromy matrix of one period at energy `E`, for `E > 0` and `E > V`: a layer of width `a`
at zero potential, followed by a layer of width `b` at potential `V` (units `ħ²/2m = 1`). -/
def monodromy (a b V E : ℝ) : Matrix (Fin 2) (Fin 2) ℝ :=
  layer (√(E - V)) b * layer (√E) a

/-- Half the trace of the monodromy matrix, for `E > 0` and `E > V`. -/
def halfTrace (a b V E : ℝ) : ℝ := (monodromy a b V E).trace / 2

/-- The mismatch `(k - q)² / (2kq)` of two nonzero wave numbers. -/
def mismatch (k q : ℝ) : ℝ := (k - q) ^ 2 / (2 * k * q)

/-- For `k ≠ 0` the layer matrix propagates the initial data `c = (ψ(0), ψ'(0))` along the
solution of the Schrödinger equation `ψ'' = -k² ψ`. -/
theorem layer_solves {k : ℝ} (hk : k ≠ 0) (c : Fin 2 → ℝ) (x : ℝ) :
    layer k 0 *ᵥ c = c ∧
    HasDerivAt (fun y => (layer k y *ᵥ c) 0) ((layer k x *ᵥ c) 1) x ∧
    HasDerivAt (fun y => (layer k y *ᵥ c) 1) (-k ^ 2 * (layer k x *ᵥ c) 0) x := by
  have h0 : layer k 0 = 1 := by
    ext i j
    fin_cases i <;> fin_cases j <;> simp [layer]
  have e0 : ∀ y, (layer k y *ᵥ c) 0
      = Real.cos (k * y) * c 0 + Real.sin (k * y) / k * c 1 := by
    intro y
    simp [layer, Matrix.mulVec, dotProduct, Fin.sum_univ_two]
  have e1 : ∀ y, (layer k y *ᵥ c) 1
      = -k * Real.sin (k * y) * c 0 + Real.cos (k * y) * c 1 := by
    intro y
    simp [layer, Matrix.mulVec, dotProduct, Fin.sum_univ_two]
  have hl : HasDerivAt (fun y : ℝ => k * y) k x := by
    simpa using (hasDerivAt_id' x).const_mul k
  have hs := hl.sin
  have hc := hl.cos
  refine ⟨by rw [h0, Matrix.one_mulVec], ?_, ?_⟩
  · simp only [e0, e1]
    refine ((hc.mul_const (c 0)).fun_add ((hs.div_const k).mul_const (c 1))).congr_deriv ?_
    rw [mul_div_cancel_right₀ _ hk]
    ring
  · simp only [e0, e1]
    refine (((hs.const_mul (-k)).mul_const (c 0)).fun_add (hc.mul_const (c 1))).congr_deriv ?_
    have hkk : k ^ 2 * (Real.sin (k * x) / k) = k * Real.sin (k * x) := by field_simp
    linear_combination (c 1) * hkk

/-- A layer holding a whole number `m` of half-waves has the matrix `(-1)^m` times the identity. -/
theorem layer_resonant {k w : ℝ} {m : ℕ} (h : k * w = m * π) :
    layer k w = (-1 : ℝ) ^ m • (1 : Matrix (Fin 2) (Fin 2) ℝ) := by
  ext i j
  fin_cases i <;> fin_cases j <;> simp [layer, h, Real.sin_nat_mul_pi, Real.cos_nat_mul_pi]

/-- For two layers with nonzero wave numbers, the half-trace is the cosine of the total phase minus
the mismatch times the product of the sines of the two phases. -/
theorem two_layer_trace {k q : ℝ} (hk : k ≠ 0) (hq : q ≠ 0) (a b : ℝ) :
    (layer q b * layer k a).trace / 2 = Real.cos (k * a + q * b)
      - mismatch k q * (Real.sin (k * a) * Real.sin (q * b)) := by
  rw [Matrix.trace_fin_two, Real.cos_add]
  simp [layer, mismatch, Matrix.mul_apply, Fin.sum_univ_two]
  field_simp
  ring

/-- Removing `m` and `n` half-waves from the two phases changes the half-trace expression only by
the sign `(-1)^(m+n)`. -/
theorem phase_shift (c x y : ℝ) (m n : ℕ) :
    Real.cos (x + y) - c * (Real.sin x * Real.sin y) = (-1) ^ (m + n) *
      (Real.cos ((x - m * π) + (y - n * π))
        - c * (Real.sin (x - m * π) * Real.sin (y - n * π))) := by
  have h : (-1 : ℝ) ^ (m + n) * ((-1) ^ m * (-1) ^ n) = 1 := by
    rw [← pow_add, ← mul_pow]
    norm_num
  rw [Real.cos_add, Real.cos_add, Real.sin_sub_nat_mul_pi, Real.sin_sub_nat_mul_pi,
    Real.cos_sub_nat_mul_pi, Real.cos_sub_nat_mul_pi]
  linear_combination -(Real.cos x * Real.cos y - Real.sin x * Real.sin y
    - c * (Real.sin x * Real.sin y)) * h

/-- For `c ≥ 0` and two phase deviations between 0 and 1, the half-trace expression is
strictly below 1. -/
theorem phase_bound {c x y : ℝ} (hc : 0 ≤ c) (hx : 0 < x) (hx1 : x < 1) (hy : 0 < y)
    (hy1 : y < 1) : Real.cos (x + y) - c * (Real.sin x * Real.sin y) < 1 := by
  have hpi := Real.pi_gt_three
  have h1 : Real.cos (x + y) < Real.cos 0 :=
    Real.cos_lt_cos_of_nonneg_of_le_pi le_rfl (by linarith) (by linarith)
  rw [Real.cos_zero] at h1
  have h2 := Real.sin_pos_of_pos_of_lt_pi hx (by linarith)
  have h3 := Real.sin_pos_of_pos_of_lt_pi hy (by linarith)
  have h4 := mul_nonneg hc (mul_pos h2 h3).le
  linarith

/-- Closed Kronig-Penney gap: if at an energy `E₀ > 0`, `E₀ > V`, the layers of positive widths hold
`m` and `n` half-waves, the monodromy is `(-1)^(m+n)` times the identity, and the half-trace
has modulus below 1 at all other energies near `E₀`. -/
theorem closed_gap {a b V E₀ : ℝ} {m n : ℕ} (ha : 0 < a) (hb : 0 < b) (hE : 0 < E₀)
    (hV : V < E₀) (hm : √E₀ * a = m * π) (hn : √(E₀ - V) * b = n * π) :
    monodromy a b V E₀ = (-1 : ℝ) ^ (m + n) • (1 : Matrix (Fin 2) (Fin 2) ℝ) ∧
    ∀ᶠ E in 𝓝[≠] E₀, |halfTrace a b V E| < 1 := by
  constructor
  · rw [monodromy, layer_resonant hm, layer_resonant hn, smul_mul_smul_comm, one_mul,
      ← pow_add, add_comm n m]
  have hk : Continuous (fun E : ℝ => √E) := Real.continuous_sqrt
  have hq : Continuous (fun E : ℝ => √(E - V)) :=
    Real.continuous_sqrt.comp (continuous_id.sub continuous_const)
  have hx : Continuous (fun E : ℝ => √E * a - m * π) :=
    (hk.mul continuous_const).sub continuous_const
  have hy : Continuous (fun E : ℝ => √(E - V) * b - n * π) :=
    (hq.mul continuous_const).sub continuous_const
  have hne : 2 * √E₀ * √(E₀ - V) ≠ 0 :=
    (mul_pos (mul_pos two_pos (Real.sqrt_pos.2 hE)) (Real.sqrt_pos.2 (sub_pos.2 hV))).ne'
  have hc : ContinuousAt (fun E : ℝ => mismatch (√E) (√(E - V))) E₀ :=
    ContinuousAt.div ((hk.sub hq).pow 2).continuousAt
      ((continuous_const.mul hk).mul hq).continuousAt hne
  -- the half-trace with its sign at `E₀` removed is continuous and equals 1 there
  have hF : ContinuousAt (fun E : ℝ => Real.cos ((√E * a - m * π) + (√(E - V) * b - n * π))
      - mismatch (√E) (√(E - V)) *
        (Real.sin (√E * a - m * π) * Real.sin (√(E - V) * b - n * π))) E₀ :=
    (Real.continuous_cos.comp (hx.add hy)).continuousAt.sub (hc.mul
      ((Real.continuous_sin.comp hx).mul (Real.continuous_sin.comp hy)).continuousAt)
  have eF := hF.tendsto.eventually (lt_mem_nhds (a := (-1 : ℝ)) (by simp [hm, hn]))
  have x0 : |√E₀ * a - m * π| < 1 := by simp [hm]
  have y0 : |√(E₀ - V) * b - n * π| < 1 := by simp [hn]
  have ex : ∀ᶠ E in 𝓝 E₀, |√E * a - m * π| < 1 :=
    (isOpen_lt hx.abs continuous_const).mem_nhds x0
  have ey : ∀ᶠ E in 𝓝 E₀, |√(E - V) * b - n * π| < 1 :=
    (isOpen_lt hy.abs continuous_const).mem_nhds y0
  rw [eventually_nhdsWithin_iff]
  filter_upwards [eF, ex, ey, lt_mem_nhds hE, lt_mem_nhds hV] with E h1 h2 h3 h4 h5 h6
  have hk0 := Real.sqrt_pos.2 h4
  have hq0 := Real.sqrt_pos.2 (sub_pos.2 h5)
  have hc0 : 0 ≤ mismatch (√E) (√(E - V)) := div_nonneg (sq_nonneg _) (by positivity)
  rw [halfTrace, monodromy, two_layer_trace hk0.ne' hq0.ne', phase_shift _ _ _ m n, abs_mul,
    abs_pow, abs_neg, abs_one, one_pow, one_mul, abs_lt]
  refine ⟨h1, ?_⟩
  rw [abs_lt] at h2 h3
  -- both phases grow with the energy, so their deviations have the same sign
  rcases lt_or_gt_of_ne (show E ≠ E₀ from h6) with h | h
  · have s1 := mul_lt_mul_of_pos_right (Real.sqrt_lt_sqrt h4.le h) ha
    have s2 := mul_lt_mul_of_pos_right
      (Real.sqrt_lt_sqrt (sub_pos.2 h5).le (sub_lt_sub_right h V)) hb
    have key := phase_bound hc0 (x := -(√E * a - m * π)) (y := -(√(E - V) * b - n * π))
      (by linarith) (by linarith) (by linarith) (by linarith)
    rwa [← neg_add, Real.cos_neg, Real.sin_neg, Real.sin_neg, neg_mul_neg] at key
  · have s1 := mul_lt_mul_of_pos_right (Real.sqrt_lt_sqrt hE.le h) ha
    have s2 := mul_lt_mul_of_pos_right
      (Real.sqrt_lt_sqrt (sub_pos.2 hV).le (sub_lt_sub_right h V)) hb
    exact phase_bound hc0 (by linarith) h2.2 (by linarith) h3.2

/-- At an energy `E > 0`, `E > V`, where the total phase is `N π`, the modulus of the half-trace is
1 plus the mismatch times the squared sine of the first phase. -/
theorem abs_halfTrace_of_total_phase {a b V E : ℝ} {N : ℕ} (hE : 0 < E) (hV : V < E)
    (h : √E * a + √(E - V) * b = N * π) :
    |halfTrace a b V E| = 1 + mismatch (√E) (√(E - V)) * Real.sin (√E * a) ^ 2 := by
  have hk0 := Real.sqrt_pos.2 hE
  have hq0 := Real.sqrt_pos.2 (sub_pos.2 hV)
  have hc0 : 0 ≤ mismatch (√E) (√(E - V)) := div_nonneg (sq_nonneg _) (by positivity)
  have hy : √(E - V) * b = N * π - √E * a := by linarith
  have e : halfTrace a b V E
      = (-1) ^ N * (1 + mismatch (√E) (√(E - V)) * Real.sin (√E * a) ^ 2) := by
    rw [halfTrace, monodromy, two_layer_trace hk0.ne' hq0.ne', h, Real.cos_nat_mul_pi, hy,
      Real.sin_nat_mul_pi_sub]
    ring
  rw [e, abs_mul, abs_pow, abs_neg, abs_one, one_pow, one_mul, abs_of_nonneg (by positivity)]

/-- At an energy `E > 0`, `E > V`, where the total phase is `N π`, the half-trace has modulus above 1
exactly when `V ≠ 0` and the first layer does not hold a whole number of half-waves. -/
theorem open_gap_iff {a b V E : ℝ} {N : ℕ} (hE : 0 < E) (hV : V < E)
    (h : √E * a + √(E - V) * b = N * π) :
    1 < |halfTrace a b V E| ↔ V ≠ 0 ∧ Real.sin (√E * a) ≠ 0 := by
  rw [abs_halfTrace_of_total_phase hE hV h]
  constructor
  · intro h1
    constructor
    · intro h0
      simp [mismatch, h0] at h1
    · intro hs
      simp [hs] at h1
  · rintro ⟨hV0, hs⟩
    have hk0 := Real.sqrt_pos.2 hE
    have hq0 := Real.sqrt_pos.2 (sub_pos.2 hV)
    -- different potentials give different wave numbers
    have hne : √E - √(E - V) ≠ 0 := by
      intro h0
      have e1 := Real.sq_sqrt hE.le
      have e2 := Real.sq_sqrt (sub_pos.2 hV).le
      rw [sub_eq_zero.1 h0] at e1
      exact hV0 (by linarith)
    have hc : 0 < mismatch (√E) (√(E - V)) :=
      div_pos (lt_of_le_of_ne (sq_nonneg _) (pow_ne_zero 2 hne).symm) (by positivity)
    have hs2 : 0 < Real.sin (√E * a) ^ 2 :=
      lt_of_le_of_ne (sq_nonneg _) (pow_ne_zero 2 hs).symm
    linarith [mul_pos hc hs2]

end

end KronigPenneyClosedGap
```

```lean
#print axioms KronigPenneyClosedGap.layer_solves
#print axioms KronigPenneyClosedGap.closed_gap
#print axioms KronigPenneyClosedGap.open_gap_iff
```

```
'KronigPenneyClosedGap.layer_solves' depends on axioms: [propext, Classical.choice, Quot.sound]
'KronigPenneyClosedGap.closed_gap' depends on axioms: [propext, Classical.choice, Quot.sound]
'KronigPenneyClosedGap.open_gap_iff' depends on axioms: [propext, Classical.choice, Quot.sound]
```

## From the Lean statements to the physics

In `closed_gap`, `monodromy` is M, `halfTrace` is D, and `hm` and `hn` are the two resonance conditions. The expression `∀ᶠ E in 𝓝[≠] E₀` says that the bound holds on some punctured neighbourhood, whose size is not given. V may have either sign or be zero. In the docstring of `monodromy`, the m in ħ²/2m is the mass μ, not the number of half-waves.

`layer_solves` differentiates the matrix action to check ψ″ = −k²ψ and the initial data; there c is the vector of initial data, not the mismatch, and x is the position. `layer_resonant` gives M(E₀); like `layer`, it describes a physical layer only for k ≠ 0. `two_layer_trace` gives the formula for D, and `phase_shift` the sign. In `closed_gap`, `filter_upwards` collects the conditions valid near E₀; the case split on E < E₀ or E > E₀ then feeds `phase_bound`, with both deviations negated below E₀. `abs_halfTrace_of_total_phase` and `open_gap_iff` treat the fixed total phase.

## Energies covered, and a missing resonance

Energies at or below the potential of either layer are not covered. Continuity of ψ and ψ′ at the interfaces is built into the matrix product, and the link between |D| and bands is Bloch theory, which the file does not formalise. Floating-point error is not bounded either.

Without `hn` the conclusion about M fails. Take V = 3, E₀ = 4 and a = b = π/2, so k₀a = π but q₀b = π/2. Then M = (0, −1; 1, 0) and D = 0: E₀ lies inside a band, and no bands touch there. Fixing only the total phase isn't enough: with a = π/4 instead, it is π, yet |D| = 5/4, an open gap.
